# A gapless Hylleraas functional with finite infimum \(-\pi^2/6\) and no normalisable minimiser

## Does a finite second-order energy come with a first-order state?

When I minimise the Hylleraas functional to find a second-order energy, which trial first-order states should I admit: every list of amplitudes that gives a finite energy, or only those with a finite norm? I would say the latter, since the first-order correction should be a vector in the Hilbert space. But suppose the excitation energies come arbitrarily close to zero, and the sum-over-states formula still gives a finite number. Is there then always a normalisable state that attains this energy?

## Only if the first-order amplitudes are square-summable

No. With finite norm as the criterion, the energy can be finite and be approached as closely as you like, while no admissible state reaches it.

Let \(|\Phi\rangle\) be the normalised unperturbed state, and let \(|k\rangle\) with \(k=0,1,2,\dots\) be the orthonormal excited eigenstates, listed in any order; \(k=0\) is thus an excited state, not the reference. Write \(\varepsilon_k>0\) for the excitation energies, \(v_k\) for the couplings \(\langle k|V|\Phi\rangle\) through the perturbation \(V\), taken to be real, and \(x_k\) for the amplitudes of the trial first-order state, which is orthogonal to \(|\Phi\rangle\). The functional and the second-order energy are

\[
J(x)=\sum_k\left(\varepsilon_k x_k^2+2v_kx_k\right),\qquad
E_2=-\sum_k\frac{v_k^2}{\varepsilon_k}.
\]

Assume that \(\varepsilon_k\le C\) for some constant \(C\), that the series for \(E_2\) converges, and that \(\sum_k x_k^2<\infty\). Put \(r_k=v_k/\varepsilon_k\). Since \((a+b)^2\le 2a^2+2b^2\),

\[
\varepsilon_k(x_k+r_k)^2\le 2\varepsilon_kx_k^2+2\frac{v_k^2}{\varepsilon_k}
\le 2Cx_k^2+2\frac{v_k^2}{\varepsilon_k},
\]

so the squares on the left have a finite sum. Completing the square in each term gives

\[
\varepsilon_kx_k^2+2v_kx_k=\varepsilon_k(x_k+r_k)^2-\frac{v_k^2}{\varepsilon_k},
\qquad
J(x)=E_2+\sum_k\varepsilon_k(x_k+r_k)^2 .
\]

Hence \(J(x)\ge E_2\), with equality only if every square vanishes, that is, if \(x_k=-r_k\) for all \(k\).

To see that no larger lower bound exists, keep the amplitudes \(-r_k\) for \(k<N\) and set the rest to zero. This state has finite norm. Each retained term equals \(\varepsilon_kr_k^2-2v_kr_k=-v_k^2/\varepsilon_k\), so its energy is \(-\sum_{k<N}v_k^2/\varepsilon_k\), which tends to \(E_2\) as \(N\) grows. A lower bound for all trial energies lies below each of these numbers, and therefore does not exceed their limit.

So \(E_2\) is always the infimum, and it is attained exactly when \(\sum_k r_k^2<\infty\). A gap \(\varepsilon_k\ge g>0\) is sufficient for that, because

\[
r_k^2=\frac{1}{\varepsilon_k}\,\frac{v_k^2}{\varepsilon_k}\le\frac1g\,\frac{v_k^2}{\varepsilon_k}.
\]

Now let the gap close: take \(\varepsilon_k=v_k=1/(k+1)^2\) in some unit of energy. Then

\[
J(x)=\sum_{k\ge0}\frac{x_k^2+2x_k}{(k+1)^2},\qquad
E_2=-\sum_{k\ge0}\frac1{(k+1)^2}=-\frac{\pi^2}{6}.
\]

The only candidate is \(x_k=-1\) for every \(k\), and its squared norm \(1+1+1+\cdots\) diverges. The truncated states show what happens: their energies converge to \(-\pi^2/6\), while their squared norm is \(N\).

For variational perturbation calculations, this means that a converged second-order energy does not by itself show that the first-order wavefunction converges in norm; the example is a model with discrete, bounded excitation energies that accumulate at zero.

### The statements in Lean

The sequences `ε`, `v` and `x` are functions `ℕ → ℝ`; `x` holds amplitudes, not positions. `SquareSummable x` says that the squares have a finite sum, so the state has finite norm but need not have norm one. `hylleraas` is \(J\), and `secondOrderEnergy` is \(E_2\) with its minus sign included.

The hypotheses `hε`, `hC` and `hE` stand for positive excitation energies, an upper bound on them, and a convergent second-order energy. Positivity means that the reference is a ground state and that no listed state is degenerate with it. The upper bound is an idealisation: it keeps the unperturbed energy finite for every normalisable state, whereas atomic and molecular Hamiltonians are unbounded.

`IsGLB` in `isGLB_hylleraas` says that \(E_2\) is the greatest lower bound of the energies of all square-summable states. `attained_iff` gives the criterion for a minimiser, and `attained_of_gap` gives the sufficient condition with a gap `g`. The final theorem, `gapless_infimum_unattained`, has two parts: the infimum of `gaplessFunctional` is \(-\pi^2/6\), and every square-summable state lies strictly above it.

Complex amplitudes and continuous spectra are left aside. The theorems also do not show that \(E_2\) is the quadratic coefficient of an actual eigenvalue of the perturbed Hamiltonian.

```lean
import Mathlib

open Filter Topology Real

namespace HylleraasUnattained

noncomputable section

/-- A real sequence of amplitudes is a normalizable state when its squares have a finite sum. -/
def SquareSummable (x : ℕ → ℝ) : Prop := Summable fun k => x k ^ 2

/-- The Hylleraas functional of a trial first-order state `x`, for excitation energies `ε`
and couplings `v` to the unperturbed state; its domain is where the series converges. -/
def hylleraas (ε v x : ℕ → ℝ) : ℝ := ∑' k, (ε k * x k ^ 2 + 2 * v k * x k)

/-- The second-order energy as a sum over excited states, for nonzero excitation energies
and a convergent series. -/
def secondOrderEnergy (ε v : ℕ → ℝ) : ℝ := -∑' k, v k ^ 2 / ε k

/-- The formal first-order amplitudes `-v k / ε k`, kept for the first `N` excited states only;
the excitation energies are nonzero. -/
def truncatedState (ε v : ℕ → ℝ) (N k : ℕ) : ℝ := if k < N then -(v k / ε k) else 0

variable {ε v x : ℕ → ℝ} {C : ℝ}

/-- For positive bounded excitation energies, a convergent second-order energy and a
square-summable trial state, the weighted squared deviations from the formal first-order
amplitudes have a finite sum. -/
theorem summable_deviation (hε : ∀ k, 0 < ε k) (hC : ∀ k, ε k ≤ C)
    (hE : Summable fun k => v k ^ 2 / ε k) (hx : SquareSummable x) :
    Summable fun k => ε k * (x k + v k / ε k) ^ 2 := by
  have h1 : Summable fun k => ε k * x k ^ 2 :=
    Summable.of_nonneg_of_le (fun k => mul_nonneg (hε k).le (sq_nonneg _))
      (fun k => mul_le_mul_of_nonneg_right (hC k) (sq_nonneg _)) (hx.mul_left C)
  refine Summable.of_nonneg_of_le (fun k => mul_nonneg (hε k).le (sq_nonneg _))
    (fun k => ?_) ((h1.add hE).mul_left 2)
  -- the parallelogram inequality, weighted by the excitation energy
  have hr : ε k * (v k / ε k) = v k := mul_div_cancel₀ _ (hε k).ne'
  have h0 := mul_nonneg (hε k).le (sq_nonneg (x k - v k / ε k))
  linear_combination h0 + 2 * (v k / ε k) * hr

/-- Completing the square: for positive bounded excitation energies, a convergent second-order
energy and a square-summable trial state, the Hylleraas series converges to the second-order
energy plus the weighted squared deviation from the formal first-order amplitudes. -/
theorem hasSum_hylleraas (hε : ∀ k, 0 < ε k) (hC : ∀ k, ε k ≤ C)
    (hE : Summable fun k => v k ^ 2 / ε k) (hx : SquareSummable x) :
    HasSum (fun k => ε k * x k ^ 2 + 2 * v k * x k)
      (secondOrderEnergy ε v + ∑' k, ε k * (x k + v k / ε k) ^ 2) := by
  have h := (summable_deviation hε hC hE hx).hasSum.sub hE.hasSum
  have e : (fun k => ε k * x k ^ 2 + 2 * v k * x k) =
      fun k => ε k * (x k + v k / ε k) ^ 2 - v k ^ 2 / ε k := by
    funext k
    have hr : ε k * (v k / ε k) = v k := mul_div_cancel₀ _ (hε k).ne'
    linear_combination (-(2 * x k + v k / ε k)) * hr
  have e' : secondOrderEnergy ε v + ∑' k, ε k * (x k + v k / ε k) ^ 2 =
      ∑' k, ε k * (x k + v k / ε k) ^ 2 - ∑' k, v k ^ 2 / ε k := by
    unfold secondOrderEnergy
    ring
  rw [e, e']
  exact h

/-- For positive bounded excitation energies and a convergent second-order energy, a
square-summable trial state reaches the second-order energy exactly when its amplitudes
are `-v k / ε k`. -/
theorem hylleraas_eq_iff (hε : ∀ k, 0 < ε k) (hC : ∀ k, ε k ≤ C)
    (hE : Summable fun k => v k ^ 2 / ε k) (hx : SquareSummable x) :
    hylleraas ε v x = secondOrderEnergy ε v ↔ ∀ k, x k = -(v k / ε k) := by
  have hJ : hylleraas ε v x = _ := (hasSum_hylleraas hε hC hE hx).tsum_eq
  rw [hJ]
  constructor
  · intro h k
    -- a vanishing sum of nonnegative terms has only vanishing terms
    have hk := (summable_deviation hε hC hE hx).le_tsum k
      (fun j _ => mul_nonneg (hε j).le (sq_nonneg _))
    have h0 : x k + v k / ε k = 0 := by
      by_contra hne
      have hp := mul_pos (hε k)
        (lt_of_le_of_ne (sq_nonneg (x k + v k / ε k)) (Ne.symm (pow_ne_zero 2 hne)))
      linarith
    linarith
  · intro h
    simp [h]

/-- For positive bounded excitation energies and a convergent second-order energy, the infimum
of the Hylleraas functional over square-summable states is the second-order energy. -/
theorem isGLB_hylleraas (hε : ∀ k, 0 < ε k) (hC : ∀ k, ε k ≤ C)
    (hE : Summable fun k => v k ^ 2 / ε k) :
    IsGLB (hylleraas ε v '' {x | SquareSummable x}) (secondOrderEnergy ε v) := by
  constructor
  · rintro _ ⟨x, hx, rfl⟩
    have hJ : hylleraas ε v x = _ := (hasSum_hylleraas hε hC hE hx).tsum_eq
    have h0 : 0 ≤ ∑' k, ε k * (x k + v k / ε k) ^ 2 :=
      tsum_nonneg fun k => mul_nonneg (hε k).le (sq_nonneg _)
    linarith
  · intro b hb
    have hS (N : ℕ) : SquareSummable (truncatedState ε v N) := by
      refine (hasSum_sum_of_ne_finset_zero (s := Finset.range N) ?_).summable
      intro k hk
      have hk' : ¬ k < N := fun h => hk (Finset.mem_range.mpr h)
      simp [truncatedState, hk']
    -- truncated states yield the partial sums of the second-order energy
    have hJ (N : ℕ) : hylleraas ε v (truncatedState ε v N) =
        -∑ k ∈ Finset.range N, v k ^ 2 / ε k := by
      refine (tsum_eq_sum (s := Finset.range N) ?_).trans ?_
      · intro k hk
        have hk' : ¬ k < N := fun h => hk (Finset.mem_range.mpr h)
        simp [truncatedState, hk']
      · rw [← Finset.sum_neg_distrib]
        refine Finset.sum_congr rfl fun k hk => ?_
        have hr : ε k * (v k / ε k) = v k := mul_div_cancel₀ _ (hε k).ne'
        simp only [truncatedState, if_pos (Finset.mem_range.mp hk)]
        linear_combination (v k / ε k) * hr
    have ht : Tendsto (fun N => -∑ k ∈ Finset.range N, v k ^ 2 / ε k) atTop
        (𝓝 (secondOrderEnergy ε v)) := hE.hasSum.tendsto_sum_nat.neg
    refine ge_of_tendsto' ht fun N => ?_
    rw [← hJ N]
    exact hb ⟨_, hS N, rfl⟩

/-- For positive bounded excitation energies and a convergent second-order energy, some
square-summable state attains that energy exactly when the amplitudes `v k / ε k` are
square-summable. -/
theorem attained_iff (hε : ∀ k, 0 < ε k) (hC : ∀ k, ε k ≤ C)
    (hE : Summable fun k => v k ^ 2 / ε k) :
    (∃ x, SquareSummable x ∧ hylleraas ε v x = secondOrderEnergy ε v) ↔
      SquareSummable fun k => v k / ε k := by
  constructor
  · rintro ⟨x, hx, h⟩
    have hk := (hylleraas_eq_iff hε hC hE hx).mp h
    have e : (fun k => (v k / ε k) ^ 2) = fun k => x k ^ 2 :=
      funext fun k => by rw [hk k, neg_sq]
    show Summable fun k => (v k / ε k) ^ 2
    rw [e]
    exact hx
  · intro h
    have hx : SquareSummable fun k => -(v k / ε k) := by
      simpa only [SquareSummable, neg_sq] using h
    exact ⟨_, hx, (hylleraas_eq_iff hε hC hE hx).mpr fun _ => rfl⟩

/-- If bounded excitation energies stay above a positive gap `g` and the second-order energy
converges, a square-summable first-order state attains it. -/
theorem attained_of_gap {g : ℝ} (hg : 0 < g) (hgap : ∀ k, g ≤ ε k) (hC : ∀ k, ε k ≤ C)
    (hE : Summable fun k => v k ^ 2 / ε k) :
    ∃ x, SquareSummable x ∧ hylleraas ε v x = secondOrderEnergy ε v := by
  have hε (k : ℕ) : 0 < ε k := hg.trans_le (hgap k)
  refine (attained_iff hε hC hE).mpr ?_
  refine Summable.of_nonneg_of_le (fun k => sq_nonneg _) (fun k => ?_) (hE.mul_left (1 / g))
  calc (v k / ε k) ^ 2 = 1 / ε k * (v k ^ 2 / ε k) := by ring
    _ ≤ 1 / g * (v k ^ 2 / ε k) :=
      mul_le_mul_of_nonneg_right (one_div_le_one_div_of_le hg (hgap k))
        (div_nonneg (sq_nonneg _) (hε k).le)

/-- The sequence 1, 1/4, 1/9, ..., with the index starting at zero. -/
def inverseSquare (k : ℕ) : ℝ := 1 / ((k : ℝ) + 1) ^ 2

/-- The Hylleraas functional without a gap: the sum of `(x² + 2x) / k²` over `k ≥ 1`, written
with the index shifted to start at zero, where the series converges. -/
def gaplessFunctional (x : ℕ → ℝ) : ℝ := ∑' k : ℕ, (x k ^ 2 + 2 * x k) / ((k : ℝ) + 1) ^ 2

/-- The gapless functional has infimum `-π²/6` over square-summable states, and every
square-summable state lies strictly above it. -/
theorem gapless_infimum_unattained :
    IsGLB (gaplessFunctional '' {x | SquareSummable x}) (-(π ^ 2 / 6)) ∧
      ∀ x, SquareSummable x → -(π ^ 2 / 6) < gaplessFunctional x := by
  have hpos (k : ℕ) : 0 < inverseSquare k := by unfold inverseSquare; positivity
  have hle (k : ℕ) : inverseSquare k ≤ 1 := by
    unfold inverseSquare
    rw [div_le_one (by positivity)]
    nlinarith [(Nat.cast_nonneg k : (0 : ℝ) ≤ k)]
  have hJ : gaplessFunctional = hylleraas inverseSquare inverseSquare := by
    funext x
    refine tsum_congr fun k => ?_
    unfold inverseSquare
    ring
  -- the second-order energy is the Basel sum
  have hB : HasSum (fun k => inverseSquare k ^ 2 / inverseSquare k) (π ^ 2 / 6) := by
    have e : (fun k => inverseSquare k ^ 2 / inverseSquare k) = inverseSquare :=
      funext fun k => by rw [pow_two, mul_self_div_self]
    rw [e]
    have h := (hasSum_nat_add_iff' 1).mpr hasSum_zeta_two
    show HasSum (fun k : ℕ => 1 / ((k : ℝ) + 1) ^ 2) (π ^ 2 / 6)
    simpa using h
  have hE2 : secondOrderEnergy inverseSquare inverseSquare = -(π ^ 2 / 6) :=
    congrArg Neg.neg hB.tsum_eq
  have hG := isGLB_hylleraas hpos hle hB.summable
  rw [hJ, ← hE2]
  refine ⟨hG, fun x hx => lt_of_le_of_ne (hG.1 ⟨x, hx, rfl⟩) fun h => ?_⟩
  -- the only candidate has all amplitudes equal to -1
  have hk := (hylleraas_eq_iff hpos hle hB.summable hx).mp h.symm
  have e : (fun k => x k ^ 2) = fun _ => (1 : ℝ) := by
    funext k
    rw [hk k, div_self (hpos k).ne']
    norm_num
  have hs : Summable fun k => x k ^ 2 := hx
  rw [e] at hs
  exact zero_ne_one (tendsto_nhds_unique hs.tendsto_atTop_zero tendsto_const_nhds)

end

end HylleraasUnattained
```

```lean
#print axioms HylleraasUnattained.attained_of_gap
#print axioms HylleraasUnattained.gapless_infimum_unattained
```

```
'HylleraasUnattained.attained_of_gap' depends on axioms: [propext, Classical.choice, Quot.sound]
'HylleraasUnattained.gapless_infimum_unattained' depends on axioms: [propext, Classical.choice, Quot.sound]
```

### From completed squares to the missing minimiser

`summable_deviation` is the bound on the completed squares. Its term `h0` is the inequality \(\varepsilon_k(x_k-r_k)^2\ge0\), whose left side is the difference between the two sides of the first estimate above. `hasSum_hylleraas` then subtracts the series for \(v_k^2/\varepsilon_k\) and identifies the result, term by term, with the Hylleraas series. It therefore proves convergence together with the formula for \(J\).

In `hylleraas_eq_iff`, equality with \(E_2\) makes the sum of squares zero. The lemma `le_tsum` bounds each single term by that sum, so a nonzero deviation \(x_k+r_k\) would give a contradiction.

The first half of `isGLB_hylleraas` uses that the sum of squares is nonnegative. The second half takes an arbitrary lower bound `b` and the states `truncatedState ε v N`: `hS` shows that they are square-summable, `hJ` computes their energies as partial sums, and `ht` gives the limit.

`attained_iff` combines the equality case with the fact that \(r_k\) and \(-r_k\) have the same square. `attained_of_gap` checks its criterion by the estimate with \(1/g\).

For the example, `hJ` identifies `gaplessFunctional` with the general functional for `inverseSquare`, and `hB` obtains the sum \(\pi^2/6\) from Mathlib's `hasSum_zeta_two` by shifting the index by one. If a square-summable state attained the infimum, its squared amplitudes would all be 1. The terms of a convergent series tend to zero, so uniqueness of limits would give \(0=1\).

### Passing to the limit with `ge_of_tendsto'`

The infimum has to be found without a minimiser to evaluate, and `ge_of_tendsto'` makes this possible. It says that if a sequence tends to \(a\) and every member is at least \(b\), then \(a\ge b\). Nothing requires \(a\) to be a member of the sequence, or the energy of any state. Here the members are the energies of the truncated states and \(a\) is \(E_2\). The trial states themselves need not converge, and in the gapless example they do not converge in norm.

### A degenerate state that couples

Positivity of the excitation energies cannot be weakened to \(\varepsilon_k\ge0\) in the infimum theorem. Take \(\varepsilon_0=0\) and \(v_0=1\), with \(\varepsilon_k=1\) and \(v_k=0\) for \(k\ge1\). Then

\[
J(x)=2x_0+\sum_{k\ge1}x_k^2,
\]

which has no lower bound, as \(x_0\to-\infty\) shows. Lean sets \(1/0=0\), so the other two hypotheses still hold and `secondOrderEnergy` would be 0. Physically, the perturbation couples the reference to a state of the same energy, and this calls for degenerate perturbation theory.
